# Legendre polynomials have squared norm 2/(2n+1) on [−1, 1], which fixes the zonal-harmonic constant up to a phase

To normalise an angular function $c\,P_n(\cos\theta)$ on the unit sphere, one must first choose a definition of $P_n$. Here the Legendre polynomials are real polynomials generated by Bonnet's recurrence from $P_0=1$ and $P_1=x$. For every natural $n$, including zero,

$$\int_{-1}^{1}P_n(x)^2\,dx=\frac{2}{2n+1},\qquad |c|=\sqrt{\frac{2n+1}{4\pi}}.$$

For one particle in a central potential, this normalises the angular factor of states with a definite orbital quantum number and zero magnetic quantum number; radial functions and other magnetic quantum numbers are not treated. That $P_n(\cos\theta)$ is an eigenfunction of the squared angular momentum is taken from standard theory. The degree $n$ is the quantum number usually written $\ell$, and $m$ below is a second degree, not the magnetic quantum number.

```lean
import Mathlib

open Polynomial Real

namespace LegendreNormalisation

noncomputable section
```

In Lean, `P n` is an element of `ℝ[X]`, and `eval` gives its value at a point.

```lean
/-- The Legendre polynomials, defined by `P 0 = 1`, `P 1 = X` and Bonnet's recurrence. -/
def P : ℕ → ℝ[X]
  | 0 => 1
  | 1 => X
  | n + 2 => C (1 / ((n : ℝ) + 2)) *
      ((2 * (n : ℝ[X]) + 3) * X * P (n + 1) - ((n : ℝ[X]) + 1) * P n)
```

The real overlap $\langle p,q\rangle=\int_{-1}^{1}p(x)q(x)\,dx$ is `overlap p q`. The function `zonalHarmonic` takes the positive real constant.

```lean
/-- The overlap of two real polynomials: the integral of their product over `[-1, 1]`. -/
def overlap (p q : ℝ[X]) : ℝ := ∫ x in (-1 : ℝ)..1, p.eval x * q.eval x

/-- The zonal spherical harmonic of degree `n` as a function of the polar angle. -/
def zonalHarmonic (n : ℕ) (θ : ℝ) : ℝ :=
  √((2 * (n : ℝ) + 1) / (4 * π)) * (P n).eval (Real.cos θ)
```

## Bonnet's recurrence and its two starting polynomials

The recurrence couples neighbouring angular momenta through multiplication by $x=\cos\theta$:

$$(n+2)P_{n+2}=(2n+3)xP_{n+1}-(n+1)P_n .$$

The starting polynomials matter as well: with $P_1=x+1$ and the same $P_0$, the overlap of the first two would be 2 instead of 0.

```lean
/-- Bonnet's recurrence, free of division. -/
theorem bonnet (n : ℕ) : ((n : ℝ[X]) + 2) * P (n + 2) =
    (2 * (n : ℝ[X]) + 3) * X * P (n + 1) - ((n : ℝ[X]) + 1) * P n := by
  have c2 : (C (2 : ℝ) : ℝ[X]) = 2 := by
    rw [show (2 : ℝ) = 1 + 1 by norm_num, C_add, C_1]
    norm_num
  have e : (n : ℝ[X]) + 2 = C ((n : ℝ) + 2) := by
    rw [C_add, c2]
    simp
  have h : ((n : ℝ[X]) + 2) * C (1 / ((n : ℝ) + 2)) = 1 := by
    rw [e, ← C_mul, mul_one_div_cancel (by positivity), C_1]
  rw [P, ← mul_assoc, h, one_mul]
```

By hand, carry two relations through an induction:

$$P_{n+1}'=xP_n'+(n+1)P_n,\qquad xP_{n+1}'=P_n'+(n+1)P_{n+1}.$$

At $n=0$ they read $1=1$ and $x=x$. Differentiate Bonnet's recurrence and eliminate $P_n'$ with the second relation:

$$(n+2)P_{n+2}'=(n+2)xP_{n+1}'+\big[(2n+3)+(n+1)^2\big]P_{n+1}.$$

The bracket is $(n+2)^2$, so division by $n+2$ gives the next first relation. Multiply that by $x$ and use both old relations:

$$xP_{n+2}'=P_{n+1}'+(2n+3)xP_{n+1}-(n+1)P_n=P_{n+1}'+(n+2)P_{n+2}.$$

This is the next second relation. Adding the new first relation to the old second one gives

$$P_{n+2}'-P_n'=(2n+3)P_{n+1}.$$

In the proof, `A1` and `B1` are the two new relations, and `linear_combination` checks the eliminations.

```lean
/-- Each Legendre polynomial of positive degree is, up to a factor, the derivative of the
difference of its two neighbours. -/
theorem derivative_sub_neighbours (n : ℕ) :
    derivative (P (n + 2)) - derivative (P n) = (2 * (n : ℝ[X]) + 3) * P (n + 1) := by
  -- two first-order relations are carried through the induction together
  have key : ∀ n : ℕ,
      derivative (P (n + 1)) = X * derivative (P n) + ((n : ℝ[X]) + 1) * P n ∧
      X * derivative (P (n + 1)) = derivative (P n) + ((n : ℝ[X]) + 1) * P (n + 1) := by
    intro n
    induction n with
    | zero => simp [P]
    | succ n ih =>
      obtain ⟨hA, hB⟩ := ih
      have b := bonnet n
      have db := congrArg derivative b
      simp only [derivative_sub, derivative_mul, derivative_add, derivative_natCast,
        derivative_ofNat, derivative_one, derivative_X] at db
      have hne : (n : ℝ[X]) + 2 ≠ 0 := by
        intro h0
        have h1 : (n : ℝ) + 2 = 0 := by simpa using congrArg (eval 0) h0
        have h2 : (0 : ℝ) ≤ n := n.cast_nonneg
        linarith
      have A1 : derivative (P (n + 2)) =
          X * derivative (P (n + 1)) + ((n : ℝ[X]) + 2) * P (n + 1) := by
        apply mul_left_cancel₀ hne
        linear_combination db + ((n : ℝ[X]) + 1) * hB
      have B1 : X * derivative (P (n + 2)) =
          derivative (P (n + 1)) + ((n : ℝ[X]) + 2) * P (n + 2) := by
        linear_combination X * A1 - b + X * hB - hA
      have e : ((n + 1 : ℕ) : ℝ[X]) + 1 = (n : ℝ[X]) + 2 := by push_cast; ring
      rw [e]
      exact ⟨A1, B1⟩
  have h1 : derivative (P (n + 2)) =
      X * derivative (P (n + 1)) + (((n + 1 : ℕ) : ℝ[X]) + 1) * P (n + 1) := (key (n + 1)).1
  push_cast at h1
  linear_combination h1 + (key n).2
```

The starting values also fix the poles. If $P_n(\pm1)=(\pm1)^n$ holds for two successive degrees, Bonnet's recurrence gives $(n+2)P_{n+2}(\pm1)=(\pm1)^n[(2n+3)-(n+1)]$, hence $P_{n+2}(\pm1)=(\pm1)^n$. The two-step induction does the same.

```lean
/-- At the poles `x = 1` and `x = -1` the Legendre polynomial takes the values `1` and
`(-1) ^ n`. -/
theorem eval_poles (n : ℕ) : (P n).eval 1 = 1 ∧ (P n).eval (-1) = (-1) ^ n := by
  induction n using Nat.twoStepInduction with
  | zero => simp [P]
  | one => simp [P]
  | more n ih0 ih1 =>
    have hn : (n : ℝ) + 2 ≠ 0 := by positivity
    have b1 := congrArg (eval 1) (bonnet n)
    have b2 := congrArg (eval (-1)) (bonnet n)
    simp only [eval_mul, eval_add, eval_sub, eval_natCast, eval_ofNat, eval_one, eval_X,
      ih0.1, ih1.1, ih0.2, ih1.2] at b1 b2
    constructor
    · apply mul_left_cancel₀ hn
      linear_combination b1
    · apply mul_left_cancel₀ hn
      linear_combination b2
```

## The full range of cos θ, uniformly weighted

The interval $[-1,1]$ runs from one pole to the other. Over one hemisphere, $[0,1]$, even $P_0$ and $P_1$ would have overlap $1/2$.

Symmetry and $\langle xp,q\rangle=\langle p,xq\rangle$ follow from commuting factors under the integral. Multiplying Bonnet's recurrence by any polynomial $q$ and integrating gives

$$(2n+3)\langle xP_{n+1},q\rangle=(n+2)\langle P_{n+2},q\rangle+(n+1)\langle P_n,q\rangle .$$

```lean
/-- The overlap is symmetric, and multiplication by the coordinate is self-adjoint for it. -/
theorem overlap_symm (p q : ℝ[X]) :
    overlap p q = overlap q p ∧ overlap (X * p) q = overlap p (X * q) := by
  constructor <;> unfold overlap <;> apply intervalIntegral.integral_congr <;> intro x _ <;>
    simp only [eval_mul, eval_X] <;> ring

/-- Bonnet's recurrence as a three-term relation between overlaps with any polynomial `q`. -/
theorem overlap_bonnet (n : ℕ) (q : ℝ[X]) :
    (2 * (n : ℝ) + 3) * overlap (X * P (n + 1)) q =
      ((n : ℝ) + 2) * overlap (P (n + 2)) q + ((n : ℝ) + 1) * overlap (P n) q := by
  have i : ∀ (p : ℝ[X]) (a : ℝ), IntervalIntegrable
      (fun x => a * (p.eval x * q.eval x)) MeasureTheory.volume (-1) 1 := fun p a =>
    (continuous_const.mul (p.continuous.mul q.continuous)).intervalIntegrable _ _
  unfold overlap
  rw [← intervalIntegral.integral_const_mul, ← intervalIntegral.integral_const_mul,
    ← intervalIntegral.integral_const_mul, ← intervalIntegral.integral_add (i _ _) (i _ _)]
  apply intervalIntegral.integral_congr
  intro x _
  have b := congrArg (eval x) (bonnet n)
  simp only [eval_mul, eval_add, eval_sub, eval_natCast, eval_ofNat, eval_one, eval_X] at b ⊢
  linear_combination (-q.eval x) * b
```

The endpoints enter through the mean value:

$$(2k+3)\int_{-1}^{1}P_{k+1}\,dx=\big[P_{k+2}-P_k\big]_{-1}^{1}=0,$$

because the two polynomials agree at both poles. This is `h0` in the next proof.

## Different degrees

The hypothesis `m ≠ n` says that the two states have different angular momenta. For equal degrees the overlap is the positive number $2/(2n+1)$.

Take $m<n$ and induct on $m$. The case $m=0$ is the vanishing mean. For $m=1$, $\langle x,P_n\rangle=\langle xP_n,P_0\rangle$, which the three-term relation reduces to overlaps of $P_{n+1}$ and $P_{n-1}$ with $P_0$; both vanish.

For lower degree $m+2<n$, the induction hypothesis makes $P_{m+1}$ orthogonal to $P_{n+1}$ and $P_{n-1}$, so $\langle xP_n,P_{m+1}\rangle=0$. Moving $x$ across gives

$$0=(2m+3)\langle xP_{m+1},P_n\rangle=(m+2)\langle P_{m+2},P_n\rangle+(m+1)\langle P_m,P_n\rangle .$$

The last term vanishes by hypothesis, hence so does $\langle P_{m+2},P_n\rangle$. Lean writes the higher degree as `k + 1` in this step; `hz` is the vanishing overlap with $x$, and `s` is the displayed relation.

```lean
/-- Legendre polynomials of different degree have zero overlap. -/
theorem overlap_eq_zero {m n : ℕ} (hmn : m ≠ n) : overlap (P m) (P n) = 0 := by
  have p0 : P 0 = 1 := by rw [P]
  have p1 : P 1 = X := by rw [P]
  -- the mean value vanishes, by the fundamental theorem of calculus
  have h0 : ∀ k, overlap (P (k + 1)) (P 0) = 0 := by
    intro k
    have h : ∫ x in (-1 : ℝ)..1, (derivative (P (k + 2) - P k)).eval x =
        (P (k + 2) - P k).eval 1 - (P (k + 2) - P k).eval (-1) :=
      intervalIntegral.integral_eq_sub_of_hasDerivAt
        (f := fun x => (P (k + 2) - P k).eval x)
        (fun x _ => Polynomial.hasDerivAt _ x)
        ((Polynomial.continuous _).intervalIntegrable _ _)
    rw [derivative_sub, derivative_sub_neighbours] at h
    simp only [eval_sub, eval_mul, eval_add, eval_natCast, eval_ofNat,
      intervalIntegral.integral_const_mul, (eval_poles (k + 2)).1, (eval_poles (k + 2)).2,
      (eval_poles k).1, (eval_poles k).2] at h
    have h2 : (2 * (k : ℝ) + 3) * overlap (P (k + 1)) (P 0) = 0 := by
      rw [p0]
      simp only [overlap, eval_one, mul_one]
      linear_combination h
    exact (mul_eq_zero.mp h2).resolve_left (by positivity)
  -- the recurrence raises the lower degree
  have key : ∀ m n, m < n → overlap (P m) (P n) = 0 := by
    intro m
    induction m using Nat.twoStepInduction with
    | zero =>
      intro n hn
      cases n with
      | zero => omega
      | succ k => rw [(overlap_symm _ _).1]; exact h0 k
    | one =>
      intro n hn
      obtain ⟨k, rfl⟩ : ∃ k, n = k + 2 := ⟨n - 2, by omega⟩
      have b := overlap_bonnet (k + 1) (P 0)
      have z1 : overlap (P (k + 1 + 2)) (P 0) = 0 := h0 (k + 2)
      rw [z1, h0 k] at b
      have hp : 2 * ((k + 1 : ℕ) : ℝ) + 3 ≠ 0 := by positivity
      have hz : overlap (X * P (k + 2)) (P 0) = 0 :=
        (mul_eq_zero.mp (b.trans (by ring))).resolve_left hp
      rw [(overlap_symm _ _).2, p0, mul_one, (overlap_symm _ _).1] at hz
      rw [p1]
      exact hz
    | more m ih0 ih1 =>
      intro n hn
      obtain ⟨k, rfl⟩ : ∃ k, n = k + 1 := ⟨n - 1, by omega⟩
      have b := overlap_bonnet k (P (m + 1))
      rw [(overlap_symm (P (k + 2)) _).1, ih1 (k + 2) (by omega),
        (overlap_symm (P k) _).1, ih1 k (by omega)] at b
      have hp : 2 * (k : ℝ) + 3 ≠ 0 := by positivity
      have hz : overlap (X * P (k + 1)) (P (m + 1)) = 0 :=
        (mul_eq_zero.mp (b.trans (by ring))).resolve_left hp
      have e : overlap (X * P (m + 1)) (P (k + 1)) = overlap (X * P (k + 1)) (P (m + 1)) :=
        (overlap_symm _ _).2.trans (overlap_symm _ _).1
      have s := overlap_bonnet m (P (k + 1))
      rw [ih0 (k + 1) (by omega), e, hz] at s
      have g : ((m : ℝ) + 2) * overlap (P (m + 2)) (P (k + 1)) = 0 := by
        linear_combination -s
      exact (mul_eq_zero.mp g).resolve_left (by positivity)
  rcases Nat.lt_or_gt_of_ne hmn with h | h
  · exact key m n h
  · rw [(overlap_symm _ _).1]; exact key n m h
```

Orthogonality now yields the norm. Let $I_n=\langle P_n,P_n\rangle$ and $J_n=\langle xP_n,P_{n+1}\rangle$. Expanding $xP_n$ gives $(2n+1)J_n=(n+1)I_{n+1}$; for $n=0$ this is $\langle x,x\rangle=I_1$. Moving $x$ and expanding $xP_{n+1}$ gives $(2n+3)J_n=(n+1)I_n$. Therefore

$$(2n+3)I_{n+1}=(2n+1)I_n,\qquad (2n+1)I_n=I_0=2.$$

The two evaluations are `t` and `r` in the proof.

```lean
/-- The integral of the squared Legendre polynomial over `[-1, 1]` is `2 / (2 n + 1)`. -/
theorem integral_sq (n : ℕ) :
    ∫ x in (-1 : ℝ)..1, (P n).eval x ^ 2 = 2 / (2 * (n : ℝ) + 1) := by
  have t : ∀ n : ℕ, (2 * (n : ℝ) + 1) * overlap (X * P n) (P (n + 1)) =
      ((n : ℝ) + 1) * overlap (P (n + 1)) (P (n + 1)) := by
    intro n
    cases n with
    | zero => simp [P]
    | succ k =>
      have b := overlap_bonnet k (P (k + 2))
      rw [overlap_eq_zero (show k ≠ k + 2 by omega)] at b
      push_cast
      show (2 * ((k : ℝ) + 1) + 1) * overlap (X * P (k + 1)) (P (k + 2)) =
        ((k : ℝ) + 1 + 1) * overlap (P (k + 2)) (P (k + 2))
      linear_combination b
  have h : overlap (P n) (P n) = 2 / (2 * (n : ℝ) + 1) := by
    induction n with
    | zero => norm_num [overlap, P]
    | succ n ih =>
      -- evaluate the overlap of `x P n` with `P (n + 1)` in two ways
      have r := overlap_bonnet n (P n)
      have e : overlap (X * P (n + 1)) (P n) = overlap (X * P n) (P (n + 1)) :=
        (overlap_symm _ _).2.trans (overlap_symm _ _).1
      rw [overlap_eq_zero (show n + 2 ≠ n by omega), e] at r
      have hn : (n : ℝ) + 1 ≠ 0 := by positivity
      rw [eq_div_iff (by positivity)] at ih ⊢
      push_cast
      apply mul_left_cancel₀ hn
      linear_combination -(2 * (n : ℝ) + 3) * t n + (2 * (n : ℝ) + 1) * r + ((n : ℝ) + 1) * ih
  rw [← h]
  simp only [overlap, sq]
```

For $n=2$, $P_2=(3x^2-1)/2$, and directly

$$\int_{-1}^{1}P_2^2\,dx=\tfrac14\left(\tfrac{18}{5}-4+2\right)=\tfrac25 .$$

The constant is $\sqrt{5/(4\pi)}\approx0.631$, as in the $d_{z^2}$ angular function.

## The area element sin θ dθ dφ

The weight $\sin\theta$ makes equal areas of the sphere count equally. Without it, $P_0$ and $P_2$ would have polar overlap $\int_0^\pi\frac{3\cos^2\theta-1}{2}\,d\theta=\pi/4$, and orthogonality would fail.

With $x=\cos\theta$ and $dx=-\sin\theta\,d\theta$, the minus sign cancels the reversal of the limits. The proof applies the substitution theorem and then `integral_symm`.

```lean
/-- The substitution `x = cos θ` turns the polar integral with weight `sin θ` into the overlap. -/
theorem polar_integral (p q : ℝ[X]) :
    ∫ θ in (0 : ℝ)..π, p.eval (Real.cos θ) * q.eval (Real.cos θ) * Real.sin θ =
      overlap p q := by
  have h := intervalIntegral.integral_comp_mul_deriv (a := 0) (b := π) (f := Real.cos)
    (f' := fun θ => -Real.sin θ) (g := fun x => p.eval x * q.eval x)
    (fun θ _ => Real.hasDerivAt_cos θ) (Real.continuous_sin.neg.continuousOn)
    (p.continuous.mul q.continuous)
  rw [Real.cos_zero, Real.cos_pi, intervalIntegral.integral_symm (-1) 1] at h
  simp only [Function.comp_apply, mul_neg, intervalIntegral.integral_neg] at h
  exact neg_inj.mp h
```

## A complex amplitude

The amplitude $c$ is any complex number, as for a wavefunction. The azimuthal integral contributes $2\pi$, so

$$\int_0^{2\pi}\!\!\int_0^\pi|cP_n(\cos\theta)|^2\sin\theta\,d\theta\,d\phi=\frac{4\pi|c|^2}{2n+1}.$$

This equals 1 exactly when $|c|$ has the stated value. The phase stays free; requiring $c$ to be real and positive makes it unique. In the proof, `hv` is this evaluation, and the two directions solve for the modulus and substitute it back.

```lean
/-- The function `c P_n(cos θ)` with complex amplitude `c` is normalised on the unit sphere
exactly when the modulus of `c` is `√((2 n + 1) / (4 π))`. -/
theorem normalised_iff (n : ℕ) (c : ℂ) :
    (∫ _φ in (0 : ℝ)..(2 * π), ∫ θ in (0 : ℝ)..π,
      ‖c * (((P n).eval (Real.cos θ) : ℝ) : ℂ)‖ ^ 2 * Real.sin θ) = 1 ↔
      ‖c‖ = √((2 * (n : ℝ) + 1) / (4 * π)) := by
  have h : ∀ θ : ℝ, ‖c * (((P n).eval (Real.cos θ) : ℝ) : ℂ)‖ ^ 2 * Real.sin θ =
      ‖c‖ ^ 2 * ((P n).eval (Real.cos θ) * (P n).eval (Real.cos θ) * Real.sin θ) := by
    intro θ
    rw [norm_mul, Complex.norm_real, mul_pow, Real.norm_eq_abs, sq_abs]
    ring
  have hI : overlap (P n) (P n) = 2 / (2 * (n : ℝ) + 1) := by
    rw [← integral_sq]
    simp only [overlap, sq]
  have hd : 2 * (n : ℝ) + 1 ≠ 0 := by positivity
  have hv : (∫ _φ in (0 : ℝ)..(2 * π), ∫ θ in (0 : ℝ)..π,
      ‖c * (((P n).eval (Real.cos θ) : ℝ) : ℂ)‖ ^ 2 * Real.sin θ) =
      ‖c‖ ^ 2 * (4 * π / (2 * (n : ℝ) + 1)) := by
    simp only [h]
    rw [intervalIntegral.integral_const, intervalIntegral.integral_const_mul,
      polar_integral, smul_eq_mul, hI]
    ring
  rw [hv]
  constructor
  · intro h1
    rw [← mul_div_assoc, div_eq_iff hd] at h1
    have h2 : (2 * (n : ℝ) + 1) / (4 * π) = ‖c‖ ^ 2 := by
      rw [div_eq_iff (by positivity)]
      linarith
    rw [h2, Real.sqrt_sq (norm_nonneg c)]
  · intro h1
    rw [h1, Real.sq_sqrt (by positivity)]
    field_simp
```

With the positive constant, the same substitution gives orthonormality: different degrees use `overlap_eq_zero`, equal degrees use `integral_sq`.

```lean
/-- The zonal spherical harmonics are orthonormal on the unit sphere. -/
theorem zonalHarmonic_orthonormal (m n : ℕ) :
    (∫ _φ in (0 : ℝ)..(2 * π), ∫ θ in (0 : ℝ)..π,
      zonalHarmonic m θ * zonalHarmonic n θ * Real.sin θ) = if m = n then 1 else 0 := by
  have h : ∀ θ : ℝ, zonalHarmonic m θ * zonalHarmonic n θ * Real.sin θ =
      (√((2 * (m : ℝ) + 1) / (4 * π)) * √((2 * (n : ℝ) + 1) / (4 * π))) *
        ((P m).eval (Real.cos θ) * (P n).eval (Real.cos θ) * Real.sin θ) := by
    intro θ
    unfold zonalHarmonic
    ring
  simp only [h]
  rw [intervalIntegral.integral_const, intervalIntegral.integral_const_mul,
    polar_integral, smul_eq_mul]
  split_ifs with e
  · subst e
    have hI : overlap (P m) (P m) = 2 / (2 * (m : ℝ) + 1) := by
      rw [← integral_sq]
      simp only [overlap, sq]
    have hd : 2 * (m : ℝ) + 1 ≠ 0 := by positivity
    rw [Real.mul_self_sqrt (by positivity), hI]
    calc (2 * π - 0) * ((2 * (m : ℝ) + 1) / (4 * π) * (2 / (2 * (m : ℝ) + 1)))
        = (2 * (m : ℝ) + 1) / (4 * π) * (4 * π / (2 * (m : ℝ) + 1)) := by ring
      _ = 1 := by field_simp
  · rw [overlap_eq_zero e, mul_zero, mul_zero]

end

end LegendreNormalisation
```

```lean
#print axioms LegendreNormalisation.normalised_iff
-- 'LegendreNormalisation.normalised_iff' depends on axioms: [propext, Classical.choice, Quot.sound]
#print axioms LegendreNormalisation.zonalHarmonic_orthonormal
-- 'LegendreNormalisation.zonalHarmonic_orthonormal' depends on axioms: [propext, Classical.choice, Quot.sound]
```

In a multipole expansion, the norm supplies the factor in the projection $a_n=\frac{2n+1}{2}\langle f,P_n\rangle$ of an axially symmetric angular density $f(\cos\theta)$. For a $p_z$ orbital the density has angular shape $f=x^2$, and the projection gives $a_0=\frac13$, $a_2=\frac52\cdot\frac4{15}=\frac23$. Thus $x^2=\frac13P_0+\frac23P_2$: a monopole and a quadrupole part.
